# Angular components of a polynomial in the plane are $r^{|m|}$ times a polynomial in $r^2$

## Can an $m=1$ component start as $r^2$?

Suppose I model an orbital in the plane by a complex polynomial $p(x,y)$ and define its component with angular momentum $m$ (an integer, in units of $\hbar$) as an average over the circle of radius $r$:

$$A_m[p](r)=\frac1{2\pi}\int_0^{2\pi}p(r\cos\varphi,r\sin\varphi)\,e^{-im\varphi}\,d\varphi .$$

The integral runs over the angle alone, so I don't see how it can restrict the dependence on $r$. Yet I am told that the $m=1$ component must behave as $r$, $r^3$, $r^5$ and so on. What is wrong with $r^2e^{i\varphi}$? It is single-valued and it vanishes at the origin.

## Each factor $x$ or $y$ shifts $m$ by one and brings one $r$

The restriction comes from your first choice, that the orbital is a polynomial in $x$ and $y$. Your example is $r\,(x+iy)$, and its prefactor $r=\sqrt{x^2+y^2}$ is not a polynomial. For polynomial orbitals, angular momentum and powers of $r$ are built up together, as follows.

Start with a constant orbital $a$. For $m=0$ its average is $a$. For $m\neq0$,

$$\int_0^{2\pi}e^{-im\varphi}d\varphi=\frac{e^{-2\pi im}-1}{-im}=0 ,$$

so a constant has only the $m=0$ component.

Next, multiply an orbital by $x=r\cos\varphi$ or $y=r\sin\varphi$. From

$$\cos\varphi\,e^{-im\varphi}=\tfrac12\left(e^{-i(m-1)\varphi}+e^{-i(m+1)\varphi}\right),\qquad
\sin\varphi\,e^{-im\varphi}=\tfrac i2\left(e^{-i(m+1)\varphi}-e^{-i(m-1)\varphi}\right)$$

it follows that

$$A_m[xp]=\tfrac r2\left(A_{m-1}[p]+A_{m+1}[p]\right),\qquad A_m[yp]=\tfrac{ir}2\left(A_{m+1}[p]-A_{m-1}[p]\right).$$

This is the dipole selection rule $\Delta m=\pm1$, with one factor $r$ per step.

Now suppose that $A_k[p](r)=r^{|k|}f_k(r^2)$ with a polynomial $f_k$ for every integer $k$. For $k=m\pm1$ there are two possibilities:

- If $|k|=|m|-1$, then $r\cdot r^{|k|}=r^{|m|}$.
- If $|k|=|m|+1$, then $r\cdot r^{|k|}=r^{|m|}\,r^2$, and the surplus $r^2$ goes into the polynomial.

For $m=0$ both neighbours are of the second kind. Either way $A_m[xp]$ and $A_m[yp]$ have the form $r^{|m|}q(r^2)$. Sums keep this form, and every polynomial is built from constants by adding and by multiplying with $x$ or $y$. Hence $A_m[p](r)=r^{|m|}q(r^2)$ for every $p$ and $m$.

For your example this would require $r^2=r\,q(r^2)$, so $q(s)=\sqrt s$ for $s>0$, which no polynomial satisfies.

Two consequences are immediate. Replacing $r$ by $-r$ multiplies the component by $(-1)^{|m|}$. And since $q(r^2)$ is bounded for $|r|\le R$, the component is at most a constant times $|r|^{|m|}$ there.

Conversely, every function $r^{|m|}q(r^2)$ occurs. Put $\varepsilon=i$ for $m>0$ and $\varepsilon=-i$ for $m<0$ (for $m=0$ either choice works, since the exponent below is zero), and take the orbital $(x+\varepsilon y)^{|m|}q(x^2+y^2)$. On the circle it equals $r^{|m|}e^{im\varphi}q(r^2)$, so its product with $e^{-im\varphi}$ is constant in $\varphi$ and equals its own average. With $q=1$ the component is exactly $r^{|m|}$, so no higher power holds for all orbitals.

The smallest case is $m=0$. Nothing forces this component to vanish: at $r=0$ it equals $p(0,0)$. What remains is that it is even in $r$, so it has no linear term and no cusp. For $p=x^2$, for instance, $A_0=r^2/2$ and $A_{\pm2}=r^2/4$.

For radial equations in the plane, this supports the choice of $r^{|m|}$ as the leading factor at the origin, as far as the orbital can be approximated there by its Taylor polynomial. An orbital centred on a point charge is not smooth enough for the full statement. In an attractive potential proportional to $-1/r$, the lowest $m=1$ orbital in the plane is $r\,e^{-ar}e^{i\varphi}$ with a constant $a>0$. Its radial part $r-ar^2+\dots$ still starts as $r$, but it does contain the $r^2$ of your question.

In the Lean file, an orbital is an `MvPolynomial (Fin 2) ℂ`, with `X 0` for $x$ and `X 1` for $y$. `onCircle p r φ` is its value at polar coordinates $(r,\varphi)$, and `angularComponent m p r` is $A_m[p](r)$, with the factor $1/(2\pi)$ included. The sign in the exponential means that it picks out the coefficient of $e^{+im\varphi}$. The exponent $|m|$ is the natural number `m.natAbs`. The radius is any real number; a negative $r$ denotes the point opposite to $(|r|,\varphi)$, which gives the parity statement its meaning.

The main theorem, `angularComponent_eq`, says that for each `m` and `p` there is one polynomial `q` that works for all `r` at once. `angularComponent_parity` and `angularComponent_bound` are the two consequences; the constant `K` in the bound may depend on `m`, `p` and `R`. `exists_orbital` is the converse.

The theorems concern polynomials in two dimensions. They do not treat the remainder when a smooth orbital is replaced by its Taylor polynomial, nor spherical harmonics in three dimensions. No Hamiltonian enters. A nonzero polynomial is not square-integrable over the whole plane, so it cannot be normalised there; it can only approximate a bound orbital locally, here near the origin.

```lean
import Mathlib

open Complex (I)
open scoped Real

namespace RadialBehaviourAtOrigin

noncomputable section

/-- The value of a polynomial orbital `p(x, y)` at the point with polar coordinates `(r, φ)`. -/
def onCircle (p : MvPolynomial (Fin 2) ℂ) (r φ : ℝ) : ℂ :=
  MvPolynomial.eval ![(r : ℂ) * Complex.cos φ, (r : ℂ) * Complex.sin φ] p

/-- The angular component of `p` with angular momentum `m`, as a function of the radius:
the average over `φ` of `p(r cos φ, r sin φ) exp(-imφ)`. -/
def angularComponent (m : ℤ) (p : MvPolynomial (Fin 2) ℂ) (r : ℝ) : ℂ :=
  1 / (2 * π) * ∫ φ in (0 : ℝ)..2 * π, onCircle p r φ * Complex.exp (-(I * m * φ))

/-- The integrand that defines an angular component is integrable over the full circle. -/
theorem integrable_component (m : ℤ) (p : MvPolynomial (Fin 2) ℂ) (r : ℝ) :
    IntervalIntegrable (fun φ : ℝ => onCircle p r φ * Complex.exp (-(I * m * φ)))
      MeasureTheory.volume 0 (2 * π) := by
  have h : Continuous fun φ : ℝ =>
      (![(r : ℂ) * Complex.cos φ, (r : ℂ) * Complex.sin φ] : Fin 2 → ℂ) := by
    refine continuous_pi (Fin.forall_fin_two.2 ⟨?_, ?_⟩)
    · exact continuous_const.mul (Complex.continuous_cos.comp Complex.continuous_ofReal)
    · exact continuous_const.mul (Complex.continuous_sin.comp Complex.continuous_ofReal)
  have hp : Continuous fun φ : ℝ => onCircle p r φ := (MvPolynomial.continuous_eval p).comp h
  exact (hp.mul (by fun_prop)).intervalIntegrable _ _

/-- The average of a constant over the circle is that constant. -/
theorem average_const (c : ℂ) : 1 / (2 * (π : ℂ)) * ∫ _φ in (0 : ℝ)..2 * π, c = c := by
  have hπ : (π : ℂ) ≠ 0 := Complex.ofReal_ne_zero.2 Real.pi_ne_zero
  have h : 1 / (2 * (π : ℂ)) * ((2 * π : ℝ) : ℂ) = 1 := by
    push_cast
    field_simp
  rw [intervalIntegral.integral_const, sub_zero, Complex.real_smul, ← mul_assoc, h, one_mul]

/-- The angular component of a sum of two orbitals is the sum of their components. -/
theorem angularComponent_add (m : ℤ) (p q : MvPolynomial (Fin 2) ℂ) (r : ℝ) :
    angularComponent m (p + q) r = angularComponent m p r + angularComponent m q r := by
  have key : ∀ φ : ℝ, onCircle (p + q) r φ * Complex.exp (-(I * m * φ)) =
      onCircle p r φ * Complex.exp (-(I * m * φ)) +
        onCircle q r φ * Complex.exp (-(I * m * φ)) := by
    intro φ
    simp only [onCircle, map_add]
    ring
  simp only [angularComponent, key]
  rw [intervalIntegral.integral_add (integrable_component m p r) (integrable_component m q r)]
  ring

/-- Multiplication of an orbital by `x` or by `y` couples the component `m` only to the
components `m - 1` and `m + 1`, with one additional factor `r`. -/
theorem angularComponent_ladder (m : ℤ) (p : MvPolynomial (Fin 2) ℂ) (r : ℝ) :
    angularComponent m (p * MvPolynomial.X 0) r =
        r / 2 * (angularComponent (m - 1) p r + angularComponent (m + 1) p r) ∧
      angularComponent m (p * MvPolynomial.X 1) r =
        r * I / 2 * (angularComponent (m + 1) p r - angularComponent (m - 1) p r) := by
  -- shifting m by one multiplies the angular wave by exp(iφ) or exp(-iφ)
  have down : ∀ φ : ℝ, Complex.exp (-(I * ((m - 1 : ℤ) : ℂ) * φ)) =
      (Complex.cos φ + Complex.sin φ * I) * Complex.exp (-(I * m * φ)) := by
    intro φ
    rw [← Complex.exp_mul_I, ← Complex.exp_add]
    congr 1
    push_cast
    ring
  have up : ∀ φ : ℝ, Complex.exp (-(I * ((m + 1 : ℤ) : ℂ) * φ)) =
      (Complex.cos φ - Complex.sin φ * I) * Complex.exp (-(I * m * φ)) := by
    intro φ
    have h : Complex.cos φ - Complex.sin φ * I = Complex.exp (-(φ : ℂ) * I) := by
      rw [Complex.exp_mul_I, Complex.cos_neg, Complex.sin_neg]
      ring
    rw [h, ← Complex.exp_add]
    congr 1
    push_cast
    ring
  constructor
  · have key : ∀ φ : ℝ, onCircle (p * MvPolynomial.X 0) r φ * Complex.exp (-(I * m * φ)) =
        r / 2 * (onCircle p r φ * Complex.exp (-(I * ((m - 1 : ℤ) : ℂ) * φ)) +
          onCircle p r φ * Complex.exp (-(I * ((m + 1 : ℤ) : ℂ) * φ))) := by
      intro φ
      rw [down, up]
      simp only [onCircle, map_mul, MvPolynomial.eval_X, Matrix.cons_val_zero]
      ring
    simp only [angularComponent, key]
    rw [intervalIntegral.integral_const_mul, intervalIntegral.integral_add
      (integrable_component (m - 1) p r) (integrable_component (m + 1) p r)]
    ring
  · have key : ∀ φ : ℝ, onCircle (p * MvPolynomial.X 1) r φ * Complex.exp (-(I * m * φ)) =
        r * I / 2 * (onCircle p r φ * Complex.exp (-(I * ((m + 1 : ℤ) : ℂ) * φ)) -
          onCircle p r φ * Complex.exp (-(I * ((m - 1 : ℤ) : ℂ) * φ))) := by
      intro φ
      have hX : onCircle (p * MvPolynomial.X 1) r φ = onCircle p r φ * (r * Complex.sin φ) := by
        simp [onCircle]
      rw [down, up, hX]
      linear_combination (onCircle p r φ * r * Complex.sin φ *
        Complex.exp (-(I * m * φ))) * Complex.I_sq
    simp only [angularComponent, key]
    rw [intervalIntegral.integral_const_mul, intervalIntegral.integral_sub
      (integrable_component (m + 1) p r) (integrable_component (m - 1) p r)]
    ring

/-- A constant orbital has only the component `m = 0`. -/
theorem angularComponent_C (m : ℤ) (a : ℂ) (r : ℝ) :
    angularComponent m (MvPolynomial.C a) r = if m = 0 then a else 0 := by
  simp only [angularComponent, onCircle, MvPolynomial.eval_C]
  by_cases hm : m = 0
  · subst hm
    rw [if_pos rfl]
    simp only [Int.cast_zero, mul_zero, zero_mul, neg_zero, Complex.exp_zero, mul_one]
    exact average_const a
  · have hc : -(I * (m : ℂ)) ≠ 0 :=
      neg_ne_zero.2 (mul_ne_zero Complex.I_ne_zero (Int.cast_ne_zero.2 hm))
    have e : Complex.exp (-(I * (m : ℂ)) * ((2 * π : ℝ) : ℂ)) = 1 :=
      Complex.exp_eq_one_iff.2 ⟨-m, by push_cast; ring⟩
    have h : ∫ φ in (0 : ℝ)..2 * π, Complex.exp (-(I * (m : ℂ)) * φ) = 0 := by
      rw [integral_exp_mul_complex hc, e]
      simp
    simp only [neg_mul] at h
    rw [if_neg hm, intervalIntegral.integral_const_mul, h, mul_zero, mul_zero]

/-- The component of a polynomial orbital with angular momentum `m` is `r^|m|` times a
polynomial in `r²`. -/
theorem angularComponent_eq (m : ℤ) (p : MvPolynomial (Fin 2) ℂ) :
    ∃ q : Polynomial ℂ, ∀ r : ℝ,
      angularComponent m p r = (r : ℂ) ^ m.natAbs * q.eval ((r : ℂ) ^ 2) := by
  induction p using MvPolynomial.induction_on generalizing m with
  | C a =>
    refine ⟨if m = 0 then Polynomial.C a else 0, fun r => ?_⟩
    rw [angularComponent_C]
    split_ifs with h
    · simp [h]
    · simp
  | add p q hp hq =>
    obtain ⟨f, hf⟩ := hp m
    obtain ⟨g, hg⟩ := hq m
    refine ⟨f + g, fun r => ?_⟩
    rw [angularComponent_add, hf, hg, Polynomial.eval_add]
    ring
  | mul_X p i hp =>
    -- the factor r turns r^|m ± 1| into r^|m| or r^(|m| + 2)
    have step : ∀ k : ℤ, (k.natAbs + 1 = m.natAbs ∨ k.natAbs + 1 = m.natAbs + 2) →
        ∃ f : Polynomial ℂ, ∀ r : ℝ, (r : ℂ) * angularComponent k p r =
          (r : ℂ) ^ m.natAbs * f.eval ((r : ℂ) ^ 2) := by
      intro k hk
      obtain ⟨f, hf⟩ := hp k
      rcases hk with h | h
      · refine ⟨f, fun r => ?_⟩
        rw [hf, ← h]
        ring
      · refine ⟨Polynomial.X * f, fun r => ?_⟩
        have hr : (r : ℂ) ^ (k.natAbs + 1) = (r : ℂ) ^ (m.natAbs + 2) := by rw [h]
        rw [hf, Polynomial.eval_mul, Polynomial.eval_X]
        linear_combination (f.eval ((r : ℂ) ^ 2)) * hr
    obtain ⟨f, hf⟩ := step (m - 1) (by omega)
    obtain ⟨g, hg⟩ := step (m + 1) (by omega)
    have hi : i = 0 ∨ i = 1 := by fin_cases i <;> simp
    rcases hi with rfl | rfl
    · refine ⟨Polynomial.C (1 / 2) * (f + g), fun r => ?_⟩
      rw [(angularComponent_ladder m p r).1]
      simp only [Polynomial.eval_mul, Polynomial.eval_C, Polynomial.eval_add]
      linear_combination (1 / 2) * hf r + (1 / 2) * hg r
    · refine ⟨Polynomial.C (I / 2) * (g - f), fun r => ?_⟩
      rw [(angularComponent_ladder m p r).2]
      simp only [Polynomial.eval_mul, Polynomial.eval_C, Polynomial.eval_sub]
      linear_combination (I / 2) * hg r - (I / 2) * hf r

/-- Under `r → -r` the component with angular momentum `m` has the parity `(-1)^|m|`. -/
theorem angularComponent_parity (m : ℤ) (p : MvPolynomial (Fin 2) ℂ) (r : ℝ) :
    angularComponent m p (-r) = (-1) ^ m.natAbs * angularComponent m p r := by
  obtain ⟨q, hq⟩ := angularComponent_eq m p
  rw [hq (-r), hq r, Complex.ofReal_neg, neg_sq, neg_pow (r : ℂ) m.natAbs]
  ring

/-- On every bounded range of radii the component with angular momentum `m` is at most a
constant times `|r|^|m|`. -/
theorem angularComponent_bound (m : ℤ) (p : MvPolynomial (Fin 2) ℂ) (R : ℝ) :
    ∃ K : ℝ, ∀ r : ℝ, |r| ≤ R → ‖angularComponent m p r‖ ≤ K * |r| ^ m.natAbs := by
  obtain ⟨q, hq⟩ := angularComponent_eq m p
  have hc : Continuous fun r : ℝ => q.eval ((r : ℂ) ^ 2) :=
    q.continuous.comp (Complex.continuous_ofReal.pow 2)
  obtain ⟨K, hK⟩ := (isCompact_Icc (a := -R) (b := R)).exists_bound_of_continuousOn
    hc.continuousOn
  refine ⟨K, fun r hr => ?_⟩
  rw [hq, norm_mul, norm_pow, Complex.norm_real, Real.norm_eq_abs, mul_comm]
  exact mul_le_mul_of_nonneg_right (hK r (abs_le.1 hr)) (by positivity)

/-- Conversely, every radial function `r^|m| q(r²)` with a polynomial `q` is the component with
angular momentum `m` of some polynomial orbital. -/
theorem exists_orbital (m : ℤ) (q : Polynomial ℂ) :
    ∃ p : MvPolynomial (Fin 2) ℂ, ∀ r : ℝ,
      angularComponent m p r = (r : ℂ) ^ m.natAbs * q.eval ((r : ℂ) ^ 2) := by
  -- ε = i for m > 0 and ε = -i for m < 0; for m = 0 either choice works
  obtain ⟨ε, hε⟩ : ∃ ε : ℂ, ∀ φ : ℝ, (Complex.cos φ + ε * Complex.sin φ) ^ m.natAbs *
      Complex.exp (-(I * m * φ)) = 1 := by
    obtain ⟨n, rfl | rfl⟩ := Int.eq_nat_or_neg m
    · refine ⟨I, fun φ => ?_⟩
      have h : Complex.cos φ + I * Complex.sin φ = Complex.exp (φ * I) := by
        rw [Complex.exp_mul_I]
        ring
      rw [Int.natAbs_natCast, h, ← Complex.exp_nat_mul, ← Complex.exp_add]
      exact Complex.exp_eq_one_iff.2 ⟨0, by push_cast; ring⟩
    · refine ⟨-I, fun φ => ?_⟩
      have h : Complex.cos φ + -I * Complex.sin φ = Complex.exp (-(φ : ℂ) * I) := by
        rw [Complex.exp_mul_I, Complex.cos_neg, Complex.sin_neg]
        ring
      rw [Int.natAbs_neg, Int.natAbs_natCast, h, ← Complex.exp_nat_mul, ← Complex.exp_add]
      exact Complex.exp_eq_one_iff.2 ⟨0, by push_cast; ring⟩
  have hQ : ∀ (v : Fin 2 → ℂ) (a : MvPolynomial (Fin 2) ℂ),
      MvPolynomial.eval v (Polynomial.aeval a q) = q.eval (MvPolynomial.eval v a) := by
    intro v a
    induction q using Polynomial.induction_on' with
    | add f g hf hg => simp [hf, hg]
    | monomial n c => simp [Polynomial.aeval_monomial, MvPolynomial.algebraMap_eq]
  -- the orbital (x + εy)^|m| q(x² + y²)
  refine ⟨(MvPolynomial.X 0 + MvPolynomial.C ε * MvPolynomial.X 1) ^ m.natAbs *
    Polynomial.aeval (MvPolynomial.X 0 ^ 2 + MvPolynomial.X 1 ^ 2) q, fun r => ?_⟩
  rw [angularComponent, ← average_const ((r : ℂ) ^ m.natAbs * q.eval ((r : ℂ) ^ 2))]
  congr 1
  refine intervalIntegral.integral_congr fun φ _ => ?_
  have h1 : (r : ℂ) * Complex.cos φ + ε * (r * Complex.sin φ) =
      r * (Complex.cos φ + ε * Complex.sin φ) := by ring
  have h2 : ((r : ℂ) * Complex.cos φ) ^ 2 + (r * Complex.sin φ) ^ 2 = (r : ℂ) ^ 2 := by
    linear_combination (r : ℂ) ^ 2 * Complex.sin_sq_add_cos_sq (φ : ℂ)
  simp only [onCircle, map_mul, map_pow, map_add, hQ, MvPolynomial.eval_X, MvPolynomial.eval_C,
    Matrix.cons_val_zero, Matrix.cons_val_one, Matrix.cons_val_fin_one]
  rw [h1, h2, mul_pow]
  linear_combination ((r : ℂ) ^ m.natAbs * q.eval ((r : ℂ) ^ 2)) * hε φ

end

end RadialBehaviourAtOrigin
```

```lean
#print axioms RadialBehaviourAtOrigin.angularComponent_eq
#print axioms RadialBehaviourAtOrigin.angularComponent_parity
#print axioms RadialBehaviourAtOrigin.angularComponent_bound
#print axioms RadialBehaviourAtOrigin.exists_orbital
```

```
'RadialBehaviourAtOrigin.angularComponent_eq' depends on axioms: [propext, Classical.choice, Quot.sound]
'RadialBehaviourAtOrigin.angularComponent_parity' depends on axioms: [propext, Classical.choice, Quot.sound]
'RadialBehaviourAtOrigin.angularComponent_bound' depends on axioms: [propext, Classical.choice, Quot.sound]
'RadialBehaviourAtOrigin.exists_orbital' depends on axioms: [propext, Classical.choice, Quot.sound]
```

The proof follows the derivation above. `integrable_component` shows that the integrand is continuous in $\varphi$ and therefore integrable, which allows the integral of a sum to be split. `angularComponent_add` does this for two orbitals.

In `angularComponent_ladder`, the auxiliary statements `down` and `up` write the waves for $m-1$ and $m+1$ as $e^{\pm i\varphi}$ times the wave for $m$, by Euler's formula. Each `key` is then the product formula for $\cos\varphi$ or $\sin\varphi$, applied under the integral; the sine case also uses $i^2=-1$, supplied by `Complex.I_sq`.

`angularComponent_C` handles constants. For $m\ne0$ it integrates the exponential and uses $e^{-2\pi im}=1$; for $m=0$ it calls `average_const`.

The main theorem is an induction with `MvPolynomial.induction_on`, whose three cases are a constant, a sum, and a product with one variable. The words `generalizing m` matter here, because component $m$ of the product needs the hypothesis for $m-1$ and $m+1$. The statement `step` contains the two possibilities for $|k|$: in the first it keeps `f`, in the second it takes `Polynomial.X * f`, which is the absorbed $r^2$. The tactic `omega` confirms that $m-1$ and $m+1$ each fall under one of them. The ladder relation then combines the two polynomials with the factors $1/2$ or $i/2$.

The parity follows by inserting $-r$ into the main theorem. The bound uses that a continuous function is bounded on the compact interval $[-R,R]$.

In `exists_orbital`, `hε` states that $(\cos\varphi+\varepsilon\sin\varphi)^{|m|}e^{-im\varphi}=1$, with the sign of $m$ deciding between $i$ and $-i$. `hQ` says that substituting $x^2+y^2$ into $q$ and then evaluating at a point gives $q$ at the value of $x^2+y^2$. The integrand therefore equals the constant $r^{|m|}q(r^2)$, and `average_const` supplies the average.
